# Minimum energy and radius of a uniform-density Thomas–Fermi atom

Spread $Z$ electrons uniformly over a ball of radius $R$ centred on a point nucleus of charge $Z$. In atomic units, the classical electrostatic energy is

$$V(R) = -\frac{9Z^2}{10R}.$$

With the Thomas–Fermi kinetic energy $T(R)$ of this density added, the total $E(R)=T(R)+V(R)$ has exactly one minimiser among positive radii:

$$R_0 = \tfrac23\left(\tfrac{9\pi}{4}\right)^{2/3} Z^{-1/3},\qquad
E(R_0) = -\tfrac{27}{40}\left(\tfrac{4}{9\pi}\right)^{2/3} Z^{7/3}.$$

The radius $R_0$ decreases strictly as $Z$ grows, so heavier model atoms are smaller. The density is held constant inside the ball and only $R$ varies; this is not the solution of the Thomas–Fermi equation, whose density minimises the same energy functional among all densities with $Z$ electrons.

## Reference values for radial-grid energies

An orbital-free density functional code for atoms may evaluate the nuclear attraction, the classical electron repulsion and the Thomas–Fermi kinetic functional on a radial grid. For the one-parameter uniform density used here, all three have closed forms, so each routine can be compared with its own reference value:

| Term | Value |
|---|---|
| Attraction | $-3Z^2/(2R)$ |
| Repulsion | $3Z^2/(5R)$ |
| Kinetic | $\frac{3}{10}\left(\frac{9\pi}{4}\right)^{2/3}Z^{5/3}/R^2$ |

Two details matter in such a comparison. The density jumps to zero at $R$, so the integration should end there or have a panel boundary there. And the virial sum $2T+V$ vanishes only at $R_0$: a nonzero value at another radius does not by itself indicate a faulty integral.

For hydrogen, $Z=1$, the formulas give $R_0\approx 2.455$ bohr and $E(R_0)\approx -0.183$ hartree. The exact nonrelativistic ground-state energy of hydrogen with a fixed nucleus is $-0.5$ hartree. The model energy includes the term $3/(5R_0)\approx 0.244$ hartree, in which a single electron repels itself; the exact energy has no such term.

## From shell integrals to a square in 1/R

The number density inside the ball is $n = 3Z/(4\pi R^3)$. A shell at distance $r$ from the nucleus has volume $4\pi r^2\,dr$, so the attraction is

$$-\int_0^R n\,\frac{Z}{r}\,4\pi r^2\,dr = -4\pi nZ\int_0^R r\,dr = -2\pi nZR^2 = -\frac{3Z^2}{2R}.$$

For the repulsion, build the cloud from the centre outwards. When the shell at $r$ arrives, the charge already present has magnitude $q(r)=\frac43\pi r^3 n$. The work done is

$$\int_0^R n\,\frac{q(r)}{r}\,4\pi r^2\,dr
= \frac{16\pi^2n^2}{3}\int_0^R r^4\,dr
= \frac{16\pi^2n^2R^5}{15} = \frac{3Z^2}{5R}.$$

There is no factor $\frac12$, because each shell meets only the charge inside it and every pair is counted once. A code that integrates the density against the potential of the whole cloud needs that factor. The sum of the two energies is

$$V(R) = -\frac{15Z^2}{10R}+\frac{6Z^2}{10R} = -\frac{9Z^2}{10R}.$$

The Thomas–Fermi kinetic energy density is $\frac{3}{10}(3\pi^2)^{2/3}n^{5/3}$. It is constant here, so its integral is its value times the volume. Write $n^{5/3}=n\cdot n^{2/3}$ and use the fact that $n$ times the volume is $Z$:

$$T(R) = \frac{3}{10}Z\,(3\pi^2 n)^{2/3}
= \frac{3}{10}Z\left(\frac{9\pi Z}{4R^3}\right)^{2/3}
= \frac{3}{10}\,k\,\frac{Z^{5/3}}{R^2},\qquad k=\left(\frac{9\pi}{4}\right)^{2/3}.$$

Now set $a=\frac{3}{10}kZ^{5/3}$ and $b=\frac{9}{10}Z^2$. The total energy is quadratic in $1/R$:

$$E(R)=\frac{a}{R^2}-\frac{b}{R}
= -\frac{b^2}{4a}+a\left(\frac1R-\frac{b}{2a}\right)^2.$$

Here $b/(2a)=3Z^{1/3}/(2k)=1/R_0$ and $b^2/(4a)=27Z^{7/3}/(40k)$. Since $a>0$, the square vanishes at $R_0$ and raises the energy at every other positive radius. The factor $Z^{-1/3}$ in $R_0$ gives the shrinkage with $Z$.

The virial sum factorises in the same way:

$$2T+V=\frac{2a}{R^2}-\frac{b}{R}=\frac{9Z^2}{10R^2}\,(R_0-R).$$

It is positive for a compressed ball, negative for a stretched one, and zero only at $R_0$.

## The uniform-ball atom in Lean

```lean
import Mathlib

open scoped Real

namespace UniformBallAtom

noncomputable section

/-- Integral of a radial function `f` over a ball of radius `R`, shell by shell. -/
def ballIntegral (R : ℝ) (f : ℝ → ℝ) : ℝ := ∫ r in (0 : ℝ)..R, f r * (4 * π * r ^ 2)

/-- Number density of `Z` electrons spread uniformly over a ball of radius `R > 0`. -/
def density (Z R : ℝ) : ℝ := Z / (4 / 3 * π * R ^ 3)

/-- Number of electrons within distance `r ≤ R` of the nucleus, for `R > 0`. -/
def enclosed (Z R r : ℝ) : ℝ := ballIntegral r (fun _ => density Z R)

/-- Attraction of the electrons to a point nucleus of charge `Z` at the centre, for `R > 0`
(atomic units). -/
def attraction (Z R : ℝ) : ℝ := -ballIntegral R (fun r => density Z R * (Z / r))

/-- Classical self-repulsion of the electron cloud, for `R > 0`: the work of assembling it
shell by shell, each shell in the field of the charge it encloses. -/
def repulsion (Z R : ℝ) : ℝ :=
  ballIntegral R (fun r => density Z R * (enclosed Z R r / r))

/-- Thomas-Fermi kinetic energy of the electron cloud, for `R > 0`. -/
def kinetic (Z R : ℝ) : ℝ :=
  ballIntegral R (fun _ =>
    3 / 10 * (3 * π ^ 2) ^ (2 / 3 : ℝ) * density Z R ^ (5 / 3 : ℝ))

/-- Total energy of the model atom of radius `R > 0`. -/
def totalEnergy (Z R : ℝ) : ℝ := kinetic Z R + (attraction Z R + repulsion Z R)

/-- The radius `(2/3) (9π/4)^(2/3) Z^(-1/3)`, for `Z > 0`. -/
def equilibriumRadius (Z : ℝ) : ℝ :=
  2 / 3 * (9 * π / 4) ^ (2 / 3 : ℝ) * Z ^ (-(1 / 3) : ℝ)

/-- A constant integrated over a ball is the constant times the volume of the ball. -/
theorem ballIntegral_const (c R : ℝ) :
    ballIntegral R (fun _ => c) = c * (4 / 3 * π * R ^ 3) := by
  simp only [ballIntegral, intervalIntegral.integral_const_mul, integral_pow]
  push_cast
  ring

private lemma inv_mul_sq (r : ℝ) : r⁻¹ * r ^ 2 = r := by
  rcases eq_or_ne r 0 with rfl | h
  · simp
  · field_simp

/-- The nucleus attracts the uniform cloud of radius `R > 0` with energy `-3Z²/(2R)`. -/
theorem attraction_eq (Z : ℝ) {R : ℝ} (hR : 0 < R) :
    attraction Z R = -(3 * Z ^ 2 / (2 * R)) := by
  -- the Coulomb factor 1/r cancels one power of r in the shell area
  have h : ballIntegral R (fun r => density Z R * (Z / r))
      = ∫ r in (0 : ℝ)..R, (4 * π * density Z R * Z) * r := by
    unfold ballIntegral
    refine intervalIntegral.integral_congr fun r _ => ?_
    dsimp only
    linear_combination (4 * π * density Z R * Z) * inv_mul_sq r
  rw [attraction, h, intervalIntegral.integral_const_mul, integral_id, density]
  field_simp
  ring

/-- The uniform cloud of radius `R > 0` repels itself with energy `3Z²/(5R)`. -/
theorem repulsion_eq (Z : ℝ) {R : ℝ} (hR : 0 < R) :
    repulsion Z R = 3 * Z ^ 2 / (5 * R) := by
  -- the enclosed charge grows as r³, so the integrand grows as r⁴
  have h : repulsion Z R
      = ∫ r in (0 : ℝ)..R, (16 / 3 * π ^ 2 * density Z R ^ 2) * r ^ 4 := by
    simp only [repulsion, enclosed, ballIntegral_const]
    unfold ballIntegral
    refine intervalIntegral.integral_congr fun r _ => ?_
    dsimp only
    linear_combination (16 / 3 * π ^ 2 * density Z R ^ 2 * r ^ 3) * inv_mul_sq r
  rw [h, intervalIntegral.integral_const_mul, integral_pow, density]
  push_cast
  field_simp
  ring

/-- The classical electrostatic energy of the model atom of radius `R > 0` is `-9Z²/(10R)`. -/
theorem electrostatic_eq (Z : ℝ) {R : ℝ} (hR : 0 < R) :
    attraction Z R + repulsion Z R = -(9 * Z ^ 2 / (10 * R)) := by
  rw [attraction_eq Z hR, repulsion_eq Z hR]
  field_simp
  ring

private lemma rpow_five_thirds {x : ℝ} (hx : 0 < x) :
    x ^ (5 / 3 : ℝ) = x * x ^ (2 / 3 : ℝ) := by
  rw [show (5 / 3 : ℝ) = 1 + 2 / 3 by norm_num, Real.rpow_add hx, Real.rpow_one]

/-- For `Z > 0` and `R > 0` the Thomas-Fermi kinetic energy of the uniform cloud is
`(3/10) (9π/4)^(2/3) Z^(5/3) / R²`. -/
theorem kinetic_eq {Z R : ℝ} (hZ : 0 < Z) (hR : 0 < R) :
    kinetic Z R = 3 / 10 * (9 * π / 4) ^ (2 / 3 : ℝ) * Z ^ (5 / 3 : ℝ) / R ^ 2 := by
  have hn : 0 < density Z R := by unfold density; positivity
  have hR3 : (R ^ 3) ^ (2 / 3 : ℝ) = R ^ 2 := by
    rw [← Real.rpow_natCast R 3, ← Real.rpow_mul hR.le, ← Real.rpow_natCast R 2]
    congr 1
    norm_num
  -- the squared Fermi momentum in terms of Z and R
  have hF : (3 * π ^ 2) ^ (2 / 3 : ℝ) * density Z R ^ (2 / 3 : ℝ)
      = (9 * π / 4) ^ (2 / 3 : ℝ) * Z ^ (2 / 3 : ℝ) / R ^ 2 := by
    rw [← Real.mul_rpow (by positivity) hn.le, ← hR3,
      ← Real.mul_rpow (by positivity) hZ.le, ← Real.div_rpow (by positivity) (by positivity)]
    congr 1
    unfold density
    field_simp
    ring
  -- density times volume is the number of electrons
  have hN : density Z R * (4 / 3 * π * R ^ 3) = Z :=
    div_mul_cancel₀ Z (by positivity)
  rw [kinetic, ballIntegral_const, rpow_five_thirds hn, rpow_five_thirds hZ]
  linear_combination (3 / 10 * density Z R * (4 / 3 * π * R ^ 3)) * hF
    + (3 / 10 * (9 * π / 4) ^ (2 / 3 : ℝ) * Z ^ (2 / 3 : ℝ) / R ^ 2) * hN

/-- For `Z > 0` and `R > 0` the total energy is a constant proportional to `Z^(7/3)` plus a
positive multiple of the squared deviation of `1/R` from its value at `equilibriumRadius Z`. -/
theorem totalEnergy_eq_square {Z R : ℝ} (hZ : 0 < Z) (hR : 0 < R) :
    totalEnergy Z R = -(27 / 40 * (4 / (9 * π)) ^ (2 / 3 : ℝ) * Z ^ (7 / 3 : ℝ))
      + 3 / 10 * (9 * π / 4) ^ (2 / 3 : ℝ) * Z ^ (5 / 3 : ℝ)
        * (1 / R - 1 / equilibriumRadius Z) ^ 2 := by
  -- express every power of Z through its cube root
  have h3 : (Z ^ (1 / 3 : ℝ)) ^ 3 = Z := by
    rw [← Real.rpow_natCast, ← Real.rpow_mul hZ.le]
    norm_num
  have h5 : Z ^ (5 / 3 : ℝ) = (Z ^ (1 / 3 : ℝ)) ^ 5 := by
    rw [← Real.rpow_natCast, ← Real.rpow_mul hZ.le]
    congr 1
    norm_num
  have h7 : Z ^ (7 / 3 : ℝ) = (Z ^ (1 / 3 : ℝ)) ^ 7 := by
    rw [← Real.rpow_natCast, ← Real.rpow_mul hZ.le]
    congr 1
    norm_num
  have h6 : Z ^ 2 = (Z ^ (1 / 3 : ℝ)) ^ 6 := by
    calc Z ^ 2 = ((Z ^ (1 / 3 : ℝ)) ^ 3) ^ 2 := by rw [h3]
      _ = (Z ^ (1 / 3 : ℝ)) ^ 6 := by rw [← pow_mul]
  have hc : (4 / (9 * π)) ^ (2 / 3 : ℝ) = ((9 * π / 4) ^ (2 / 3 : ℝ))⁻¹ := by
    rw [← Real.inv_rpow (by positivity), inv_div]
  have hz : 0 < Z ^ (1 / 3 : ℝ) := by positivity
  have hk : 0 < (9 * π / 4) ^ (2 / 3 : ℝ) := by positivity
  rw [totalEnergy, kinetic_eq hZ hR, electrostatic_eq Z hR, equilibriumRadius,
    Real.rpow_neg hZ.le, hc, h5, h7, h6]
  generalize Z ^ (1 / 3 : ℝ) = z at hz ⊢
  generalize (9 * π / 4) ^ (2 / 3 : ℝ) = k at hk ⊢
  field_simp
  ring

/-- For `Z > 0` the total energy has a unique minimiser among positive radii, namely
`equilibriumRadius Z`, and the minimum is `-(27/40) (4/(9π))^(2/3) Z^(7/3)`. -/
theorem unique_minimum {Z : ℝ} (hZ : 0 < Z) :
    0 < equilibriumRadius Z ∧
    totalEnergy Z (equilibriumRadius Z)
      = -(27 / 40 * (4 / (9 * π)) ^ (2 / 3 : ℝ) * Z ^ (7 / 3 : ℝ)) ∧
    ∀ R, 0 < R → R ≠ equilibriumRadius Z →
      totalEnergy Z (equilibriumRadius Z) < totalEnergy Z R := by
  have h0 : 0 < equilibriumRadius Z := by unfold equilibriumRadius; positivity
  have hmin : totalEnergy Z (equilibriumRadius Z)
      = -(27 / 40 * (4 / (9 * π)) ^ (2 / 3 : ℝ) * Z ^ (7 / 3 : ℝ)) := by
    rw [totalEnergy_eq_square hZ h0]
    ring
  refine ⟨h0, hmin, fun R hR hne => ?_⟩
  rw [hmin, totalEnergy_eq_square hZ hR]
  -- away from the equilibrium radius the square is strictly positive
  have hd : 1 / R - 1 / equilibriumRadius Z ≠ 0 := by
    intro h
    rw [sub_eq_zero, one_div, one_div] at h
    exact hne (inv_injective h)
  exact lt_add_of_pos_right _ (by positivity)

/-- Heavier model atoms are smaller: the equilibrium radius strictly decreases with the
nuclear charge `Z > 0`. -/
theorem equilibriumRadius_strictAntiOn : StrictAntiOn equilibriumRadius (Set.Ioi 0) := by
  intro a ha b _ hab
  have h : b ^ (-(1 / 3) : ℝ) < a ^ (-(1 / 3) : ℝ) :=
    Real.rpow_lt_rpow_of_neg (Set.mem_Ioi.mp ha) hab (by norm_num)
  unfold equilibriumRadius
  exact mul_lt_mul_of_pos_left h (by positivity)

/-- For `Z > 0` and `R > 0` the virial relation, twice the kinetic energy plus the
electrostatic energy equals zero, holds exactly at the equilibrium radius. -/
theorem virial_iff {Z R : ℝ} (hZ : 0 < Z) (hR : 0 < R) :
    2 * kinetic Z R + (attraction Z R + repulsion Z R) = 0 ↔ R = equilibriumRadius Z := by
  have hp : Z ^ (-(1 / 3) : ℝ) * Z ^ 2 = Z ^ (5 / 3 : ℝ) := by
    rw [← Real.rpow_natCast Z 2, ← Real.rpow_add hZ]
    congr 1
    norm_num
  have key : equilibriumRadius Z * Z ^ 2
      = 2 / 3 * (9 * π / 4) ^ (2 / 3 : ℝ) * Z ^ (5 / 3 : ℝ) := by
    rw [equilibriumRadius, mul_assoc, hp]
  -- the virial sum is proportional to the deviation from the equilibrium radius
  have e : 2 * kinetic Z R + (attraction Z R + repulsion Z R)
      = 9 / 10 * Z ^ 2 / R ^ 2 * (equilibriumRadius Z - R) := by
    have h : 9 * Z ^ 2 / (10 * R) = 9 / 10 * Z ^ 2 / R ^ 2 * R := by
      field_simp
    rw [kinetic_eq hZ hR, electrostatic_eq Z hR, h]
    linear_combination (-(9 / 10) / R ^ 2) * key
  have hne : 9 / 10 * Z ^ 2 / R ^ 2 ≠ 0 := by positivity
  rw [e, mul_eq_zero, or_iff_right hne, sub_eq_zero]
  exact eq_comm

end

end UniformBallAtom
```

```lean
#print axioms UniformBallAtom.unique_minimum
-- 'UniformBallAtom.unique_minimum' depends on axioms: [propext, Classical.choice, Quot.sound]
#print axioms UniformBallAtom.equilibriumRadius_strictAntiOn
-- 'UniformBallAtom.equilibriumRadius_strictAntiOn' depends on axioms: [propext, Classical.choice, Quot.sound]
#print axioms UniformBallAtom.virial_iff
-- 'UniformBallAtom.virial_iff' depends on axioms: [propext, Classical.choice, Quot.sound]
```

## The physics fixed by the definitions

`Z` and `R` are real numbers, so the nuclear charge need not be an integer. The same `Z` sets the nuclear charge and the number of electrons, which makes the atom neutral. `ballIntegral R f` is the one-dimensional integral of `f r` with weight $4\pi r^2$, and `attraction`, `repulsion` and `kinetic` are all defined through it. None of the closed forms in the table is put in by definition.

The main statements read as follows:

- `electrostatic_eq` gives $V(R)=-9Z^2/(10R)$ for every real `Z` and every positive `R`.
- `unique_minimum` says, for positive `Z`, that `equilibriumRadius Z` is positive, that the energy there has the stated value, and that every other positive radius has strictly higher energy.
- `equilibriumRadius_strictAntiOn` says that the radius strictly decreases on `Set.Ioi 0`, the set of positive charges.
- `virial_iff` says, for positive `Z` and `R`, that $2T+V=0$ if and only if `R` equals `equilibriumRadius Z`.

The kinetic prefactor $\frac{3}{10}(3\pi^2)^{2/3}$ is postulated. It stands for a uniform gas of non-interacting electrons in which each plane-wave state up to the Fermi momentum $(3\pi^2n)^{1/3}$ holds two electrons of opposite spin. Applying it to a finite ball is the Thomas–Fermi approximation.

The repulsion is likewise defined as assembly work; its agreement with half the double Coulomb integral over the cloud is standard electrostatics that the file does not derive. The model has no exchange, correlation, density-gradient correction or shell structure, so the decrease of $R_0$ is no statement about the measured sizes of neighbouring elements. The theorems concern real numbers and give no bound on the rounding or quadrature error of a program.

## How Lean reaches the minimum

`ballIntegral_const` integrates a constant over the ball. It supplies the enclosed charge in the repulsion and the volume factor in the kinetic energy.

`attraction_eq` and `repulsion_eq` first simplify the integrand to a multiple of $r$ or $r^4$, then integrate that power and insert the density. The cancellation of $1/r$ against $r^2$ is the lemma `inv_mul_sq`. It also holds at the origin: Lean gives $0^{-1}$ a real value (namely 0), and the factor $r^2=0$ makes the product zero. A program with a grid point at $r=0$ should evaluate the simplified integrand there. `electrostatic_eq` adds the two results.

`kinetic_eq` follows the split $n^{5/3}=n\cdot n^{2/3}$, which is `rpow_five_thirds`. Inside the proof, `hF` rewrites the squared Fermi momentum in terms of $Z$ and $R$, and `hN` says that density times volume is $Z$. The final `linear_combination` multiplies these two equations by the right factors and adds them.

`totalEnergy_eq_square` completes the square. Fractional powers of $Z$ get in the way of plain algebra, so the proof writes each power through the cube root $Z^{1/3}$. The two `generalize` steps then replace that cube root and the constant $k$ by positive variables. What remains is an identity between rational expressions, which `field_simp` and `ring` settle.

`unique_minimum` reads off the result. At the equilibrium radius the square is zero, which gives the minimum value. For any other positive radius, `hd` shows that the reciprocals differ, so the added term is strictly positive. No derivative is taken.

`equilibriumRadius_strictAntiOn` uses the fact that a negative power decreases on positive numbers. `virial_iff` proves the factorised form of $2T+V$ as `e`; its prefactor is nonzero, so the sum vanishes exactly when $R_0-R$ does.
